# Unitary representations of a finite group within operator distance $\sqrt2$ contain the same species

Let $G$ be the finite group of symmetry operations that a molecule keeps while its geometry is deformed, and let $V$ be the finite-dimensional complex space of the states to be classified, for example a set of orbitals or vibrational modes. A representation $D$ assigns to each $g\in G$ an operator $D(g)$ on $V$ with $D(gh)=D(g)D(h)$, and to the identity operation the identity operator. It is unitary if $\|D(g)x\|=\|x\|$ for every state $x$. A species is an irreducible representation, such as $A_1$ or $T_2$.

The question is whether the species can change when $D$ is deformed into a second unitary representation $E$. The letter $E$ denotes neither the identity operation nor the doubly degenerate species. Three further conventions are used:

- $\|A\|$ is the operator norm, which for a matrix is the largest singular value.
- The character is $\chi_D(g)=\operatorname{tr}D(g)$.
- The number of times that a species with character $\chi$ occurs in $D$ is given by the reduction formula
$$n_\chi(D)=\frac1{|G|}\sum_{g}\overline{\chi(g)}\,\chi_D(g).$$

## The group average $X$ and the bound $\sqrt2$

Define
$$X=\frac1{|G|}\sum_{g\in G}D(g)E(g^{-1}).$$
For any two representations on $V$, $D(h)X=XE(h)$ for all $h$. If both are unitary and
$$\|D(g)-E(g)\|<\sqrt2\quad\text{for every }g\in G,$$
then $X$ is invertible and $n_\chi(D)=n_\chi(E)$ for every $\chi$. A bound of 1 is a special case.

The constant has a geometric meaning. Two state vectors of equal length $r$ are a distance $\sqrt2\,r$ apart exactly when the real part of their overlap vanishes. Below that distance the real part is positive, so the contributions to the average cannot cancel.

## Symmetry labels along a geometry path

A code that labels orbitals or modes by species could use this as a check when it carries labels from one geometry to the next. If the representation matrices at two steps satisfy the bound, the species counts agree, and $X$ maps the states of each species in $E$ to states of the same species in $D$. The Frobenius norm is never smaller than the operator norm, so a Frobenius distance below $\sqrt2$ is sufficient.

For electronic structure, a finite set of levels keeps its species content along a path on which its matrices vary continuously and form exact unitary representations of one fixed finite group. Continuous energies are not enough: the lowest level can change species at a crossing, where the states that belong to it change abruptly.

The condition is sufficient, not necessary. For the group with two elements, let the non-identity element act as $\mathrm{diag}(1,-1)$ in $D$ and as $\mathrm{diag}(-1,1)$ in $E$. The species are the same, but the distance is 2 and $X=0$. A large distance may therefore reflect only the choice of basis. The traces do not depend on that choice, and comparing them decides directly whether the species counts agree; what the bound adds is the invertible map $X$. This two-by-two example is a side remark without a Lean proof.

## From close matrices to equal counts

**Intertwining.** Since $(hg)^{-1}h=g^{-1}$, we have $E(g^{-1})=E((hg)^{-1})E(h)$. Hence
$$D(h)X=\frac1{|G|}\sum_g D(hg)E(g^{-1})=\frac1{|G|}\sum_g D(hg)E((hg)^{-1})E(h)=XE(h),$$
because $hg$ runs once through the group as $g$ does.

**Positive overlap.** Fix $g$ and $x\neq0$, and put $y=E(g^{-1})x$. Then $\|y\|=\|x\|$ and $E(g)y=x$, so
$$\|D(g)y-x\|=\|(D(g)-E(g))y\|\le\|D(g)-E(g)\|\,\|x\|<\sqrt2\,\|x\|.$$
Since $\|D(g)y\|=\|x\|$, squaring gives
$$2\|x\|^2-2\,\mathrm{Re}\langle D(g)y,x\rangle<2\|x\|^2,$$
and therefore $\mathrm{Re}\langle D(g)E(g^{-1})x,x\rangle>0$.

**Invertibility.** Averaging over $g$ gives $\mathrm{Re}\langle Xx,x\rangle>0$, so $Xx\neq0$ whenever $x\neq0$. An injective operator on a finite-dimensional space is invertible.

**Counts.** Now $D(g)=XE(g)X^{-1}$. Cyclicity of the trace gives $\chi_D(g)=\chi_E(g)$, and the reduction formula then returns the same number for both.

**Long deformations.** Let $D_t$ be a family of unitary representations that depends continuously on a parameter $t$ in a connected space. Around any $t=a$, each $g$ has a neighbourhood in which $\|D_t(g)-D_a(g)\|<\sqrt2$. As $G$ is finite, the intersection of these neighbourhoods is again a neighbourhood, and on it every $D_t$ is equivalent to $D_a$. If $D_sS=SD_a$ and $D_aX=XD_t$ at every group element, with $S$ and $X$ invertible, then $SX$ connects $D_s$ to $D_t$. So whether $D_t$ is equivalent to a fixed $D_s$ is locally constant in $t$, and hence constant. It is true at $t=s$, so it is true everywhere, however far apart the end points are.

## Cube roots of unity at distance $\sqrt3$

Without a bound on the distance the conclusion fails. Let each cube root of unity $z$ act on $\mathbb C$ as multiplication by $z$ in one representation and as the identity in the other. For $z\neq1$ we have $z^2+z+1=0$, so $(z-1)^2=-3z$ and $|z-1|=\sqrt3$. An intertwiner $S$ would satisfy $zS=S$, which forces $S=0$, so the representations are not equivalent. The hypothesis therefore cannot be weakened to "at most $\sqrt3$". Thresholds between $\sqrt2$ and $\sqrt3$ are left undecided here.

## The Lean source

```lean
import Mathlib

open scoped Topology ComplexConjugate

namespace SpeciesStability

noncomputable section

/-- A representation of `G` by continuous linear operators on the state space `V`. -/
abbrev OpRep (G V : Type*) [Group G] [NormedAddCommGroup V] [InnerProductSpace ℂ V] :=
  G →* (V →L[ℂ] V)

variable {G V : Type*} [Group G] [NormedAddCommGroup V] [InnerProductSpace ℂ V]

/-- A representation is unitary when every group element preserves the norm of every state. -/
def IsUnitaryRep (D : OpRep G V) : Prop := ∀ g x, ‖D g x‖ = ‖x‖

/-- Two representations are equivalent when an invertible operator `S` satisfies
`D(h) S = S E(h)` for all `h`. -/
def Equivalent (D E : OpRep G V) : Prop :=
  ∃ S : V →L[ℂ] V, IsUnit S ∧ ∀ h, D h * S = S * E h

/-- The character of a representation: the trace of each operator. -/
def character (D : OpRep G V) (g : G) : ℂ :=
  LinearMap.trace ℂ V (D g : V →ₗ[ℂ] V)

/-- The reduction formula `(1/|G|) ∑ χ(g)* tr D(g)` for a function `χ` on the group. -/
def speciesCount [Fintype G] (χ : G → ℂ) (D : OpRep G V) : ℂ :=
  (Fintype.card G : ℂ)⁻¹ * ∑ g, conj (χ g) * character D g

/-- The group average `X = (1/|G|) ∑ D(g) E(g⁻¹)`. -/
def bridge [Fintype G] (D E : OpRep G V) : V →L[ℂ] V :=
  (Fintype.card G : ℂ)⁻¹ • ∑ g, D g * E g⁻¹

/-- The group average intertwines the two representations: `D(h) X = X E(h)`. -/
theorem bridge_intertwines [Fintype G] (D E : OpRep G V) (h : G) :
    D h * bridge D E = bridge D E * E h := by
  unfold bridge
  rw [mul_smul_comm, smul_mul_assoc, Finset.mul_sum, Finset.sum_mul]
  congr 1
  -- relabel the group elements on the right by `g ↦ h g`
  rw [← Equiv.sum_comp (Equiv.mulLeft h) (fun g => D g * E g⁻¹ * E h)]
  refine Finset.sum_congr rfl fun g _ => ?_
  have hE : E (h * g)⁻¹ * E h = E g⁻¹ := by
    rw [← map_mul]
    congr 1
    group
  change D h * (D g * E g⁻¹) = D (h * g) * E (h * g)⁻¹ * E h
  rw [mul_assoc (D (h * g)), hE, map_mul, mul_assoc]

/-- If two unitary representations differ by less than `√2` at `g`, then `D(g) E(g⁻¹) x` has
an overlap with positive real part with every nonzero state `x`. -/
theorem re_overlap_pos {D E : OpRep G V} (hD : IsUnitaryRep D) (hE : IsUnitaryRep E)
    {g : G} (hg : ‖D g - E g‖ < √2) {x : V} (hx : x ≠ 0) :
    0 < (inner ℂ (D g (E g⁻¹ x)) x).re := by
  have hy : ‖E g⁻¹ x‖ = ‖x‖ := hE _ _
  have hback : E g (E g⁻¹ x) = x := by
    change (E g * E g⁻¹) x = x
    rw [← map_mul, mul_inv_cancel, map_one]
    rfl
  have hle : ‖D g (E g⁻¹ x) - E g (E g⁻¹ x)‖ ≤ ‖D g - E g‖ * ‖E g⁻¹ x‖ :=
    (D g - E g).le_opNorm (E g⁻¹ x)
  rw [hback, hy] at hle
  have hlt : ‖D g (E g⁻¹ x) - x‖ < √2 * ‖x‖ :=
    hle.trans_lt (mul_lt_mul_of_pos_right hg (norm_pos_iff.2 hx))
  have hsq : ‖D g (E g⁻¹ x) - x‖ ^ 2 < 2 * ‖x‖ ^ 2 := by
    calc ‖D g (E g⁻¹ x) - x‖ ^ 2 < (√2 * ‖x‖) ^ 2 := by gcongr
      _ = 2 * ‖x‖ ^ 2 := by rw [mul_pow, Real.sq_sqrt (by norm_num)]
  -- expand the squared distance of two vectors of equal length
  have hexp : ‖D g (E g⁻¹ x) - x‖ ^ 2 = ‖D g (E g⁻¹ x)‖ ^ 2
      - 2 * (inner ℂ (D g (E g⁻¹ x)) x).re + ‖x‖ ^ 2 := norm_sub_sq (𝕜 := ℂ) _ _
  rw [hD, hy] at hexp
  linarith

/-- In finite dimension, the group average of two unitary representations that differ by less
than `√2` at every group element is invertible. -/
theorem bridge_isUnit [Fintype G] [FiniteDimensional ℂ V] {D E : OpRep G V}
    (hD : IsUnitaryRep D) (hE : IsUnitaryRep E) (hclose : ∀ g, ‖D g - E g‖ < √2) :
    IsUnit (bridge D E) := by
  have hker : ∀ x, bridge D E x = 0 → x = 0 := by
    intro x hx
    by_contra hne
    have hsum : ∑ g, D g (E g⁻¹ x) = 0 := by
      have h : (Fintype.card G : ℂ)⁻¹ • ∑ g, D g (E g⁻¹ x) = 0 := by
        simpa [bridge, sum_apply] using hx
      exact (smul_eq_zero.1 h).resolve_left
        (inv_ne_zero (Nat.cast_ne_zero.2 Fintype.card_ne_zero))
    have hpos : 0 < ∑ g, (inner ℂ (D g (E g⁻¹ x)) x).re :=
      Finset.sum_pos (fun g _ => re_overlap_pos hD hE (hclose g) hne) Finset.univ_nonempty
    rw [← Complex.re_sum, ← sum_inner, hsum, inner_zero_left] at hpos
    exact lt_irrefl _ hpos
  have hinj : Function.Injective (bridge D E : V →ₗ[ℂ] V) :=
    (injective_iff_map_eq_zero _).2 hker
  -- an injective operator on a finite-dimensional space has an inverse
  let e := (LinearEquiv.ofInjectiveEndo (bridge D E : V →ₗ[ℂ] V) hinj).toContinuousLinearEquiv
  have he : ∀ x, e x = bridge D E x := fun _ => rfl
  refine ⟨⟨bridge D E, (e.symm : V →L[ℂ] V), ?_, ?_⟩, rfl⟩
  · ext x
    change bridge D E (e.symm x) = x
    rw [← he, e.apply_symm_apply]
  · ext x
    change e.symm (bridge D E x) = x
    rw [← he, e.symm_apply_apply]

/-- Equivalent representations have the same character. -/
theorem Equivalent.character_eq {D E : OpRep G V} (h : Equivalent D E) (g : G) :
    character D g = character E g := by
  obtain ⟨_, ⟨u, rfl⟩, hu⟩ := h
  have hconj : D g = u * (E g * ↑u⁻¹) := by
    rw [← mul_assoc, ← hu, Units.mul_inv_cancel_right]
  have hcyc : ∀ A B : V →L[ℂ] V, LinearMap.trace ℂ V ((A * B : V →L[ℂ] V) : V →ₗ[ℂ] V)
      = LinearMap.trace ℂ V ((B * A : V →L[ℂ] V) : V →ₗ[ℂ] V) := fun A B =>
    LinearMap.trace_mul_comm ℂ (A : V →ₗ[ℂ] V) (B : V →ₗ[ℂ] V)
  unfold character
  rw [hconj, hcyc, Units.inv_mul_cancel_right]

/-- Stability of species: if two finite-dimensional unitary representations of a finite group
differ by less than `√2` in operator norm at every group element, their group average `X` is
invertible, `D(h) X = X E(h)`, and the reduction formula gives equal counts for every `χ`. -/
theorem species_stable [Fintype G] [FiniteDimensional ℂ V] {D E : OpRep G V}
    (hD : IsUnitaryRep D) (hE : IsUnitaryRep E) (hclose : ∀ g, ‖D g - E g‖ < √2) :
    IsUnit (bridge D E) ∧ (∀ h, D h * bridge D E = bridge D E * E h) ∧
      ∀ χ : G → ℂ, speciesCount χ D = speciesCount χ E := by
  have hX := bridge_isUnit hD hE hclose
  refine ⟨hX, bridge_intertwines D E, fun χ => ?_⟩
  have heq : Equivalent D E := ⟨_, hX, bridge_intertwines D E⟩
  simp only [speciesCount, heq.character_eq]

/-- Along a continuous family of finite-dimensional unitary representations of a finite group,
with a connected parameter space, any two members are equivalent. -/
theorem deformation_equivalent [Fintype G] [FiniteDimensional ℂ V] {T : Type*}
    [TopologicalSpace T] [PreconnectedSpace T] (D : T → OpRep G V)
    (hD : ∀ t, IsUnitaryRep (D t)) (hcont : ∀ g, Continuous fun t => D t g) (s t : T) :
    Equivalent (D s) (D t) := by
  have hloc : IsLocallyConstant (fun r => Equivalent (D s) (D r)) := by
    rw [IsLocallyConstant.iff_eventually_eq]
    intro a
    have near : ∀ᶠ r in 𝓝 a, ∀ g, ‖D r g - D a g‖ < √2 := by
      rw [Filter.eventually_all]
      intro g
      have hc : Continuous fun r => ‖D r g - D a g‖ :=
        ((hcont g).sub continuous_const).norm
      exact (isOpen_lt hc continuous_const).mem_nhds (by simp)
    filter_upwards [near] with r hr
    have hr' : ∀ g, ‖D a g - D r g‖ < √2 := fun g => by rw [norm_sub_rev]; exact hr g
    -- compose an equivalence with the group average of two nearby members
    have step : ∀ b c, (∀ g, ‖D b g - D c g‖ < √2) →
        Equivalent (D s) (D b) → Equivalent (D s) (D c) := by
      rintro b c hbc ⟨S, hS, hi⟩
      refine ⟨S * bridge (D b) (D c), hS.mul (bridge_isUnit (hD b) (hD c) hbc), fun h => ?_⟩
      rw [← mul_assoc, hi, mul_assoc, bridge_intertwines, mul_assoc]
    exact propext ⟨step r a hr, step a r hr'⟩
  have hst := hloc.apply_eq_of_preconnectedSpace s t
  exact Eq.mp hst ⟨1, isUnit_one, fun h => by rw [mul_one, one_mul]⟩

/-- The one-dimensional representation of the group of cube roots of unity in which each root
acts as multiplication by itself. -/
def phaseRep : OpRep (rootsOfUnity 3 ℂ) ℂ where
  toFun z := ((z : ℂˣ) : ℂ) • 1
  map_one' := by simp
  map_mul' z w := by
    rw [smul_mul_smul_comm, one_mul]
    rfl

/-- The phase representation and the trivial representation of the cube roots of unity are
unitary and differ by at most `√3` at every group element, yet they are not equivalent. -/
theorem phaseRep_not_equivalent :
    IsUnitaryRep phaseRep ∧ IsUnitaryRep (1 : OpRep (rootsOfUnity 3 ℂ) ℂ) ∧
      (∀ z, ‖phaseRep z - (1 : OpRep (rootsOfUnity 3 ℂ) ℂ) z‖ ≤ √3) ∧
      ¬ Equivalent phaseRep 1 := by
  have hcube : ∀ z : rootsOfUnity 3 ℂ, ((z : ℂˣ) : ℂ) ^ 3 = 1 := fun z =>
    (mem_rootsOfUnity' _ _).1 z.2
  have hnorm : ∀ z : rootsOfUnity 3 ℂ, ‖((z : ℂˣ) : ℂ)‖ = 1 := fun z =>
    (pow_eq_one_iff_of_nonneg (norm_nonneg _) (by norm_num : 3 ≠ 0)).1
      (by rw [← norm_pow, hcube, norm_one])
  refine ⟨fun z x => ?_, fun _ _ => rfl, fun z => ?_, ?_⟩
  · change ‖((z : ℂˣ) : ℂ) * x‖ = ‖x‖
    rw [norm_mul, hnorm, one_mul]
  · have hdist : ‖((z : ℂˣ) : ℂ) - 1‖ ≤ √3 := by
      apply Real.le_sqrt_of_sq_le
      by_cases h1 : ((z : ℂˣ) : ℂ) = 1
      · rw [h1]
        norm_num
      · -- a cube root other than one satisfies `(z - 1)² = -3 z`
        have hz : (((z : ℂˣ) : ℂ) - 1) ^ 2 = -3 * ((z : ℂˣ) : ℂ) := by
          apply mul_left_cancel₀ (sub_ne_zero.2 h1)
          linear_combination hcube z
        rw [← norm_pow, hz, norm_mul, hnorm]
        norm_num
    refine ContinuousLinearMap.opNorm_le_bound _ (Real.sqrt_nonneg _) fun x => ?_
    change ‖((z : ℂˣ) : ℂ) * x - x‖ ≤ √3 * ‖x‖
    rw [← sub_one_mul, norm_mul]
    exact mul_le_mul_of_nonneg_right hdist (norm_nonneg _)
  · rintro ⟨S, hS, hi⟩
    have hw := Complex.isPrimitiveRoot_exp 3 (by norm_num)
    have h := hi (rootsOfUnity.mkOfPowEq _ hw.pow_eq_one)
    change (Complex.exp (2 * Real.pi * Complex.I / (3 : ℕ)) • (1 : ℂ →L[ℂ] ℂ)) * S = S * 1 at h
    rw [smul_mul_assoc, one_mul, mul_one] at h
    have h0 : (Complex.exp (2 * Real.pi * Complex.I / (3 : ℕ)) - 1) • S = 0 := by
      rw [sub_smul, one_smul, h, sub_self]
    exact (smul_eq_zero.1 h0).elim (sub_ne_zero.2 (hw.ne_one (by norm_num))) hS.ne_zero

end

end SpeciesStability
```

```lean
#print axioms SpeciesStability.species_stable
#print axioms SpeciesStability.deformation_equivalent
#print axioms SpeciesStability.phaseRep_not_equivalent
```

```
'SpeciesStability.species_stable' depends on axioms: [propext, Classical.choice, Quot.sound]
'SpeciesStability.deformation_equivalent' depends on axioms: [propext, Classical.choice, Quot.sound]
'SpeciesStability.phaseRep_not_equivalent' depends on axioms: [propext, Classical.choice, Quot.sound]
```

## What `species_stable` says, and about which matrices

`OpRep G V` is the type of representations: maps from `G` to the continuous linear operators on `V` that preserve products and the identity. For $n\times n$ matrices, `V` is $\mathbb C^n$ with its Euclidean norm. `IsUnitaryRep` states norm preservation. Because each $D(g)$ has the inverse $D(g^{-1})$, this is the usual unitarity. `bridge D E` is $X$, and `IsUnit` means that an operator has a two-sided inverse.

In words, `species_stable` takes a finite group, a finite-dimensional `V`, two unitary representations and the strict bound `hclose` at every group element. It concludes that $X$ is invertible, that it intertwines the two representations, and that `speciesCount χ` agrees on them for every function `χ` on the group. Reading that number as a multiplicity requires `χ` to be an irreducible character and uses the standard orthogonality relations, which the theorem neither needs nor proves.

The lemmas follow the derivation:

- `bridge_intertwines` relabels the sum with `Equiv.mulLeft h`, the substitution $g\mapsto hg$.
- `re_overlap_pos` bounds the distance with `le_opNorm` and expands its square with `norm_sub_sq`; `linarith` then extracts the sign of the overlap.
- `bridge_isUnit` supposes $Xx=0$ with $x\ne0$. The overlaps would then sum to zero, whereas `Finset.sum_pos` makes their sum positive. The inverse comes from `LinearEquiv.ofInjectiveEndo`.
- `Equivalent.character_eq` is the trace step, by `LinearMap.trace_mul_comm`.
- `deformation_equivalent` proves local constancy, with `Filter.eventually_all` combining the finitely many neighbourhoods. Its conclusion is equivalence, from which equal characters follow by the previous lemma.
- `phaseRep_not_equivalent` contains the cube-root example. It proves unitarity of both representations, the bound $\sqrt3$ and inequivalence.

The step left to the user is the passage from computed states to two exact representations on one space. At two geometries the orbitals generally span different subspaces. To apply the theorem, one then identifies both with the same $V$ through a choice of orthonormal bases. Computed matrices obey the group law only up to rounding and convergence errors. For a continuous path, the bases must also be chosen so that the matrices vary continuously. If the deformation lowers the symmetry, $G$ can be at most the subgroup that survives, and the result compares species of $G$ only.
